# The screened energy of an external charge as a minimum over induced charges, for finite positive semidefinite v and positive definite M

Q: Suppose I place an external charge $r$ in a polarisable medium and know the induced charge only approximately. With the bare interaction $v$, I compute the screened energy as $r\cdot v(r+y)$, where $y$ is my estimate. If $y$ is off by $d$, the result is off by $r\cdot vd$, which is linear in $d$ and can have either sign. I can't tell whether I am above or below the true value, or which of two estimates is better. What does your theorem offer?

A: A different energy expression, which has the same value at the exact induced charge and is never below it elsewhere:

$$E(y)=(r+y)\cdot v(r+y)+y\cdot M^{-1}y .$$

Its minimum is $r\cdot Wr$ with $W=(1+vM)^{-1}v$, reached only at $y_0=-MWr$. An error $d$ in the charge raises $E$ by $d\cdot(M^{-1}+v)d$, which is quadratic in $d$.

Q: What is $M$, and where is the usual factor ½?

A: $M$ is minus the static density response of the non-interacting system, $M=-\chi_0$, so $1+vM$ is the familiar RPA dielectric matrix $1-v\chi_0$. The term $y\cdot M^{-1}y$ is the cost of forcing the density change $y$ on that system, to second order. Both terms are twice the usual energies, so the physical energy is $E/2$, apart from the interaction of $r$ with the charge already present in the unperturbed medium. Charges are counted in units in which $v$ carries all the constants.

In Lean, a charge is a function `n → ℝ` on a finite index set `n`: one real number per grid point or basis function. The dot product is `⬝ᵥ`, and `*ᵥ` applies a matrix to a vector.

```lean
import Mathlib

open Matrix

namespace InducedChargeVariation

noncomputable section

variable {n : Type*} [Fintype n]
```

Q: What do you need before any physics enters?

A: Two facts about a symmetric matrix $A$. The first is reciprocity, $x\cdot Ay=y\cdot Ax$. For real matrices `IsHermitian` means symmetric, and the proof moves $A$ across the dot product as its transpose.

```lean
/-- Reciprocity: for a real symmetric interaction, the energy of charge `x` in the potential of
`y` equals that of `y` in the potential of `x`. -/
theorem reciprocity {A : Matrix n n ℝ} (hA : A.IsHermitian) (x y : n → ℝ) :
    x ⬝ᵥ A *ᵥ y = y ⬝ᵥ A *ᵥ x := by
  have hT : Aᵀ = A := by
    have h := hA.eq
    rwa [conjTranspose_eq_transpose_of_trivial] at h
  rw [Matrix.dotProduct_mulVec, ← Matrix.mulVec_transpose, hT, dotProduct_comm]
```

The second is the expansion $(x+d)\cdot A(x+d)=x\cdot Ax+2\,d\cdot Ax+d\cdot Ad$. Reciprocity merges the two cross terms.

```lean
/-- Change of a symmetric quadratic energy when the charge `x` is displaced by `d`. -/
theorem quadratic_displacement {A : Matrix n n ℝ} (hA : A.IsHermitian) (x d : n → ℝ) :
    (x + d) ⬝ᵥ A *ᵥ (x + d) = x ⬝ᵥ A *ᵥ x + 2 * (d ⬝ᵥ A *ᵥ x) + d ⬝ᵥ A *ᵥ d := by
  rw [Matrix.mulVec_add, dotProduct_add, add_dotProduct, add_dotProduct, reciprocity hA x d]
  ring
```

Q: Is $W$ defined as whatever makes the theorem true?

A: No. The screened interaction, the energy and the induced charge are three explicit formulas, and none of them mentions a minimum.

```lean
variable [DecidableEq n]

/-- The screened interaction `W = (1 + v M)⁻¹ v`, for `1 + v M` invertible. -/
def screened (v M : Matrix n n ℝ) : Matrix n n ℝ := (1 + v * M)⁻¹ * v

/-- Energy of an external charge `r` with induced charge `y`: the interaction energy of the total
charge plus the cost `y · M⁻¹ y` of polarising the medium, for `M` invertible. -/
def energy (v M : Matrix n n ℝ) (r y : n → ℝ) : ℝ :=
  (r + y) ⬝ᵥ v *ᵥ (r + y) + y ⬝ᵥ M⁻¹ *ᵥ y

/-- The linear-response induced charge `-M W r`, for `1 + v M` invertible. -/
def inducedCharge (v M : Matrix n n ℝ) (r : n → ℝ) : n → ℝ :=
  -(M *ᵥ (screened v M *ᵥ r))
```

Q: The first formula inverts $1+vM$, which need not even be symmetric. Why may you do that?

A: Because $1+vM=(M^{-1}+v)M$. For $x\neq0$ we have $x\cdot M^{-1}x>0$ and $x\cdot vx\ge0$, so $M^{-1}+v$ is positive definite and hence invertible. So is $M$, and therefore the product. Lean follows the same factorisation through determinants. This matters because Lean assigns a value even to the inverse of a singular matrix; here the inverse is a true one.

```lean
variable {v M : Matrix n n ℝ}

/-- For positive semidefinite `v` and positive definite `M`, the dielectric matrix `1 + v M`
is invertible. -/
theorem dielectric_invertible (hv : v.PosSemidef) (hM : M.PosDef) :
    IsUnit (1 + v * M).det := by
  have hMu : IsUnit M.det := hM.det_pos.ne'.isUnit
  have hP : IsUnit (M⁻¹ + v).det := (hM.inv.add_posSemidef hv).det_pos.ne'.isUnit
  -- factor out the response matrix
  have e : 1 + v * M = (M⁻¹ + v) * M := by
    rw [add_mul, Matrix.nonsing_inv_mul _ hMu]
  rw [e, Matrix.det_mul]
  exact hP.mul hMu
```

Q: Your sum of a definite and a semidefinite matrix seems to do a lot of work.

A: It does, and it is the Mathlib device to look at closely. The expression `hM.inv.add_posSemidef hv` takes positive definiteness of $M$, passes it to $M^{-1}$, adds the semidefinite $v$, and returns a proof that $M^{-1}+v$ is positive definite. That one object is used in two ways. Here `.det_pos` extracts a positive determinant, which gives invertibility. In the main theorem `.dotProduct_mulVec_pos` extracts $d\cdot(M^{-1}+v)d>0$ for $d\ne0$, which gives uniqueness. Mathlib states the latter with a conjugation that also serves complex vectors, and `star_trivial` removes it over the reals.

Q: Then show me that $W$ really screens.

A: Multiply the definition by $1+vM$ to get $(1+vM)W=v$, that is, the Dyson equation $W=v-vMW$.

```lean
/-- Dyson equation `W = v - v M W` for the screened interaction, with `v` positive semidefinite
and `M` positive definite. -/
theorem dyson (hv : v.PosSemidef) (hM : M.PosDef) :
    screened v M = v - v * M * screened v M := by
  have h : (1 + v * M) * screened v M = v := by
    rw [screened, ← Matrix.mul_assoc, Matrix.mul_nonsing_inv _ (dielectric_invertible hv hM),
      Matrix.one_mul]
  rw [add_mul, one_mul] at h
  exact eq_sub_of_add_eq h
```

Now apply it to $r$. With $y_0=-MWr$, the total charge produces the potential

$$v(r+y_0)=vr-vMWr=Wr,$$

while the restoring term is $M^{-1}y_0=-Wr$. The two cancel, which is the condition for equilibrium. The Lean proof has one branch for each equation: the first inserts the Dyson equation on the right-hand side, the second cancels $M^{-1}M$.

```lean
/-- Force balance for positive semidefinite `v` and positive definite `M`: external plus induced
charge produce the potential `W r`, and the restoring term `M⁻¹ y` of the induced charge is
`-W r`. -/
theorem force_balance (hv : v.PosSemidef) (hM : M.PosDef) (r : n → ℝ) :
    v *ᵥ (r + inducedCharge v M r) = screened v M *ᵥ r ∧
      M⁻¹ *ᵥ inducedCharge v M r = -(screened v M *ᵥ r) := by
  constructor
  · conv_rhs => rw [dyson hv hM]
    rw [Matrix.sub_mulVec, ← Matrix.mulVec_mulVec, ← Matrix.mulVec_mulVec, inducedCharge,
      Matrix.mulVec_add, Matrix.mulVec_neg, sub_eq_add_neg]
  · rw [inducedCharge, Matrix.mulVec_neg, Matrix.mulVec_mulVec,
      Matrix.nonsing_inv_mul _ hM.det_pos.ne'.isUnit, Matrix.one_mulVec]
```

Q: Equilibrium only tells me that $E$ is stationary.

A: So expand fully. Put $y=y_0+d$ and use the displacement formula for both quadratic terms:

$$\begin{aligned}E(y)={}&(r+y_0)\cdot v(r+y_0)+y_0\cdot M^{-1}y_0\\&+2\,d\cdot\left[v(r+y_0)+M^{-1}y_0\right]+d\cdot(v+M^{-1})d.\end{aligned}$$

By force balance the bracket is $Wr-Wr=0$, and the first line is $(r+y_0)\cdot Wr-y_0\cdot Wr=r\cdot Wr$. Hence

$$E(y)=r\cdot Wr+(y-y_0)\cdot(M^{-1}+v)(y-y_0).$$

In Lean, `obtain ⟨d, rfl⟩` makes the substitution, the rewrites insert the two balance equations `h1` and `h2`, and `ring` collects the terms.

```lean
/-- For positive semidefinite `v` and positive definite `M`, the energy is `r · W r` plus a
quadratic form, with matrix `M⁻¹ + v`, in the deviation from the linear-response charge. -/
theorem energy_complete_square (hv : v.PosSemidef) (hM : M.PosDef) (r y : n → ℝ) :
    energy v M r y = r ⬝ᵥ screened v M *ᵥ r +
      (y - inducedCharge v M r) ⬝ᵥ (M⁻¹ + v) *ᵥ (y - inducedCharge v M r) := by
  obtain ⟨d, rfl⟩ : ∃ d, y = inducedCharge v M r + d :=
    ⟨y - inducedCharge v M r, by abel⟩
  obtain ⟨h1, h2⟩ := force_balance hv hM r
  -- the terms linear in the deviation cancel by force balance
  rw [add_sub_cancel_left, energy, ← add_assoc r, quadratic_displacement hv.isHermitian,
    quadratic_displacement hM.inv.isHermitian, h1, h2, Matrix.add_mulVec, dotProduct_add,
    dotProduct_neg, dotProduct_neg, add_dotProduct]
  ring
```

Q: And how does the final statement say "minimum", rather than "lower bound"?

A: Through `IsLeast (Set.range (energy v M r)) …`. The set consists of all values that the energy takes as $y$ runs over every real vector. `IsLeast` says that $r\cdot Wr$ belongs to this set and that nothing in the set is smaller. The second half says that $E(y)=r\cdot Wr$ if and only if $y=y_0$.

The proof reads both off the completed square: `hmin` evaluates it at $y_0$, and `hlt` shows that any other charge costs strictly more.

```lean
/-- Induced-charge variational principle: for positive semidefinite `v` and positive definite `M`,
the least energy over all induced charges is `r · W r`, attained exactly at `y = -M W r`. -/
theorem induced_charge_principle (hv : v.PosSemidef) (hM : M.PosDef) (r : n → ℝ) :
    IsLeast (Set.range (energy v M r)) (r ⬝ᵥ screened v M *ᵥ r) ∧
      ∀ y, energy v M r y = r ⬝ᵥ screened v M *ᵥ r ↔ y = inducedCharge v M r := by
  have hpos : ∀ d : n → ℝ, d ≠ 0 → 0 < d ⬝ᵥ (M⁻¹ + v) *ᵥ d := by
    intro d hd
    have h := (hM.inv.add_posSemidef hv).dotProduct_mulVec_pos hd
    rwa [star_trivial] at h
  have hmin : energy v M r (inducedCharge v M r) = r ⬝ᵥ screened v M *ᵥ r := by
    rw [energy_complete_square hv hM, sub_self, zero_dotProduct, add_zero]
  -- any other induced charge costs strictly more
  have hlt : ∀ y, y ≠ inducedCharge v M r →
      r ⬝ᵥ screened v M *ᵥ r < energy v M r y := by
    intro y hy
    have h := hpos _ (sub_ne_zero.mpr hy)
    rw [energy_complete_square hv hM r y]
    linarith
  refine ⟨⟨⟨_, hmin⟩, ?_⟩, fun y => ⟨fun h => ?_, fun h => ?_⟩⟩
  · rintro _ ⟨y, rfl⟩
    by_cases hy : y = inducedCharge v M r
    · rw [hy, hmin]
    · exact (hlt y hy).le
  · by_contra hy
    exact (hlt y hy).ne' h
  · rw [h, hmin]
```

Q: Does it tell me anything about screening that I can use?

A: Try $y=0$, a medium that doesn't respond. Then $E(0)=r\cdot vr$, so $r\cdot Wr\le r\cdot vr$: screening never raises the energy. If the two are equal, uniqueness forces $y_0=0$. Force balance then gives $vr=Wr$ and $Wr=0$, so $vr=0$. Conversely, $vr=0$ gives $Wr=(1+vM)^{-1}vr=0$, and both energies vanish. Equality thus occurs exactly when the external charge has no bare potential, which for positive definite $v$ means $r=0$.

```lean
/-- For positive semidefinite `v` and positive definite `M`, screening never raises the energy of
an external charge, and leaves it unchanged exactly when its bare potential `v r` vanishes. -/
theorem screening_lowers_energy (hv : v.PosSemidef) (hM : M.PosDef) (r : n → ℝ) :
    r ⬝ᵥ screened v M *ᵥ r ≤ r ⬝ᵥ v *ᵥ r ∧
      (r ⬝ᵥ screened v M *ᵥ r = r ⬝ᵥ v *ᵥ r ↔ v *ᵥ r = 0) := by
  obtain ⟨hleast, huniq⟩ := induced_charge_principle hv hM r
  -- the trial charge zero gives the bare energy
  have h0 : energy v M r 0 = r ⬝ᵥ v *ᵥ r := by
    rw [energy, add_zero, zero_dotProduct, add_zero]
  refine ⟨h0 ▸ hleast.2 ⟨0, rfl⟩, fun h => ?_, fun h => ?_⟩
  · have hy := (huniq 0).mp (h0.trans h.symm)
    obtain ⟨h1, h2⟩ := force_balance hv hM r
    rw [← hy, add_zero] at h1
    rw [← hy, Matrix.mulVec_zero] at h2
    rw [h1]
    exact neg_eq_zero.mp h2.symm
  · rw [screened, ← Matrix.mulVec_mulVec, h, Matrix.mulVec_zero]
```

Q: What if I change the bare interaction, say by truncating it?

A: If $x\cdot v_1x\le x\cdot v_2x$ for every charge $x$, the screened energies at fixed $M$ are ordered the same way. Let $y_2$ be the induced charge for $v_2$, and use it as a trial charge for $v_1$:

$$r\cdot W_1r\le E_1(y_2)\le E_2(y_2)=r\cdot W_2r .$$

The middle step applies the assumption to $x=r+y_2$; the cost terms are identical. The three lines of the `calc` block are these three relations. Note that the assumption compares energies and not matrix entries, so a truncated interaction has to be checked in that sense. The theorem also assumes that it is itself positive semidefinite.

```lean
/-- At fixed positive definite `M`, if one positive semidefinite bare interaction gives every
charge at most the energy that another gives, the same holds for the screened interactions. -/
theorem screened_energy_mono {v₁ v₂ : Matrix n n ℝ} (h₁ : v₁.PosSemidef) (h₂ : v₂.PosSemidef)
    (hM : M.PosDef) (h : ∀ x : n → ℝ, x ⬝ᵥ v₁ *ᵥ x ≤ x ⬝ᵥ v₂ *ᵥ x) (r : n → ℝ) :
    r ⬝ᵥ screened v₁ M *ᵥ r ≤ r ⬝ᵥ screened v₂ M *ᵥ r := by
  -- use the induced charge of the stronger interaction as a trial charge
  calc r ⬝ᵥ screened v₁ M *ᵥ r
      ≤ energy v₁ M r (inducedCharge v₂ M r) :=
        (induced_charge_principle h₁ hM r).1.2 ⟨_, rfl⟩
    _ ≤ energy v₂ M r (inducedCharge v₂ M r) := by
        unfold energy
        linarith [h (r + inducedCharge v₂ M r)]
    _ = r ⬝ᵥ screened v₂ M *ᵥ r :=
        ((induced_charge_principle h₂ hM r).2 _).mpr rfl

end

end InducedChargeVariation
```

```lean
#print axioms InducedChargeVariation.screening_lowers_energy
#print axioms InducedChargeVariation.screened_energy_mono
```

```
'InducedChargeVariation.screening_lowers_energy' depends on axioms: [propext, Classical.choice, Quot.sound]
'InducedChargeVariation.screened_energy_mono' depends on axioms: [propext, Classical.choice, Quot.sound]
```

Q: My remaining doubt is $M$. With a fixed number of electrons, a constant potential induces no charge, so $\chi_0$ has a zero mode and $M^{-1}$ doesn't exist.

A: That is the step you have to supply: reducing the response of the real system to a finite, real, positive definite matrix, with the constant potential removed from the basis. The external charge is written in the same basis, so its total must then be zero too; in a periodic cell, a uniform background that neutralises it achieves this. Positive definiteness then stands for a medium in which every nonzero potential that the basis can represent induces some charge, and induces it in the direction that lowers the energy. Positive semidefiniteness of $v$ says that no charge distribution has negative electrostatic self-energy, as for the Coulomb repulsion.

Q: And where would I meet this $W$?

A: In the static screened interaction of Bethe–Salpeter calculations, when it is built from the RPA response in a finite real basis. There $E$ gives an upper bound on $r\cdot Wr$ from any trial induced charge, and the lower of two such bounds is the closer one. Response at a finite real frequency is a different matter, since $-\chi_0$ need not be positive definite there.
